# The local energy of $e^{-ar}$ near a nucleus of charge $Z$ is bounded exactly when $a=Z$

I work in atomic units, with one electron at distance $r$ from a point nucleus of charge $Z$. My trial function is $\psi(r)=e^{-ar}$, and its local energy is

$$E(r)=-\frac{\psi''(r)+2\psi'(r)/r}{2\psi(r)}-\frac{Z}{r}.$$

In a variational Monte Carlo run with $Z=1$ and $a=0.9$, a walker that wanders to $r=0.001$ reports about $-100$ hartree. Yet the mean settles near $-0.495$ and the variance near $0.008$, as if nothing had happened. Is the local energy really unbounded here, or only large? Would an exponent closer to $1$ cure it? And if it is unbounded, how can the variance be finite?

## An unbounded local energy with a finite variance

It is really unbounded, and moving $a$ closer to $Z$ only shrinks the coefficient of the divergence. The divergence disappears at $a=Z$ and at no other exponent. For $a>0$ the variance is nevertheless finite and equals $a^2(a-Z)^2$, which is $0.0081$ for your numbers.

The averages meant here are taken over the density $\psi^2$ in three dimensions. For a radial quantity $f$ the factor $4\pi$ cancels, which leaves

$$\langle f\rangle=\frac{\int_0^\infty f(r)\,\psi(r)^2r^2\,dr}{\int_0^\infty\psi(r)^2r^2\,dr}.$$

### From two derivatives to the $1/r$ term

Differentiating the exponential gives $\psi'=-a\psi$ and $\psi''=a^2\psi$. For $r>0$, therefore,

$$E(r)=-\frac{a^2-2a/r}{2}-\frac Zr=-\frac{a^2}{2}+\frac{a-Z}{r},$$

or equivalently $r\,(E(r)+a^2/2)=a-Z$. The kinetic energy contributes $+a/r$ and the nuclear attraction $-Z/r$, and the two cancel only if $a=Z$.

Suppose that $|E(r)|\le C$ for all $r$ in $(0,R)$, with some $R>0$. Then

$$|a-Z|=r\,\left|E(r)+\tfrac{a^2}{2}\right|\le r\left(C+\tfrac{a^2}{2}\right)$$

for every such $r$. The left side does not depend on $r$ and the right side tends to zero with $r$, so $a=Z$. Conversely, if $a=Z$, then $E(r)=-a^2/2$ everywhere and $C=a^2/2$ is a bound. If $a>Z$, the term $(a-Z)/r$ drives $E$ to $+\infty$ at the nucleus; if $a<Z$, as in your run, it drives $E$ to $-\infty$.

### Why the average survives the divergence

Squaring the local energy produces a $1/r^2$ singularity, but the volume element supplies a factor $r^2$ that cancels it. To get the values, let $b>0$ and substitute $s=bt$ in the Gamma integral:

$$\int_0^\infty t^n e^{-bt}\,dt=\frac{n!}{b^{n+1}}.$$

Here $\psi^2=e^{-2ar}$, so $b=2a$, and the norm integral is $2/(2a)^3=1/(4a^3)$. If $r^2f(r)=c_0+c_1r+c_2r^2$ for $r>0$, the numerator of $\langle f\rangle$ is

$$\frac{c_0}{2a}+\frac{c_1}{4a^2}+\frac{c_2}{4a^3},$$

and division by the norm integral gives

$$\langle f\rangle=2a^2c_0+a\,c_1+c_2.$$

For the local energy, $r^2E=(a-Z)r-\tfrac{a^2}{2}r^2$. Hence

$$\langle E\rangle=a(a-Z)-\frac{a^2}{2}=\frac{a^2}{2}-Za.$$

The deviation from this mean is

$$E(r)-\langle E\rangle=(a-Z)\left(\frac1r-a\right),$$

and its square times $r^2$ is $(a-Z)^2(1-2ar+a^2r^2)$. The same rule then gives the variance:

$$(a-Z)^2\,(2a^2-2a^2+a^2)=a^2(a-Z)^2.$$

With $Z=1$ and $a=0.9$ the mean is $-0.495$ and the standard deviation is $0.09$ hartree, in agreement with your run.

### The same statements in Lean

```lean
import Mathlib

open MeasureTheory Set Filter Topology

namespace KatoCuspLocalEnergy

noncomputable section

/-- The local energy `-(ψ'' + 2ψ'/r)/(2ψ) - Z/r` of a radial trial function `ψ` in the field of a
nucleus of charge `Z`, in atomic units, for `r > 0`, `ψ r ≠ 0` and `ψ` twice differentiable at `r`.
-/
def localEnergy (Z : ℝ) (ψ : ℝ → ℝ) (r : ℝ) : ℝ :=
  -(deriv (deriv ψ) r + 2 * deriv ψ r / r) / (2 * ψ r) - Z / r

/-- The exponential trial function `exp(-a r)`. -/
def slater (a r : ℝ) : ℝ := Real.exp (-a * r)

/-- The average of a radial quantity `f` over the density `ψ²` in three dimensions, for `ψ` of
finite non-zero norm and `f ψ² r²` integrable on the half-line `r > 0`. -/
def radialAverage (ψ f : ℝ → ℝ) : ℝ :=
  (∫ r in Ioi (0 : ℝ), f r * (ψ r ^ 2 * r ^ 2)) / ∫ r in Ioi (0 : ℝ), ψ r ^ 2 * r ^ 2

/-- The slope of the exponential trial function is `-a` times its value. -/
theorem slater_hasDerivAt (a r : ℝ) : HasDerivAt (slater a) (-a * slater a r) r := by
  have h : HasDerivAt (fun x : ℝ => -a * x) (-a) r :=
    ((hasDerivAt_id' r).const_mul (-a)).congr_deriv (mul_one _)
  exact h.exp.congr_deriv (by unfold slater; ring)

/-- Away from the nucleus the local energy of `exp(-a r)` is `-a²/2 + (a - Z)/r`, written here
without the division by `r`. -/
theorem mul_localEnergy_slater (a Z : ℝ) {r : ℝ} (hr : 0 < r) :
    r * (localEnergy Z (slater a) r + a ^ 2 / 2) = a - Z := by
  have h1 : deriv (slater a) = fun x => -a * slater a x :=
    funext fun x => (slater_hasDerivAt a x).deriv
  have h2 : deriv (deriv (slater a)) r = a ^ 2 * slater a r := by
    rw [h1]
    exact (((slater_hasDerivAt a r).const_mul (-a)).congr_deriv (by ring)).deriv
  have hs : slater a r ≠ 0 := (Real.exp_pos _).ne'
  rw [localEnergy, h2, (slater_hasDerivAt a r).deriv]
  field_simp
  ring

/-- The local energy of `exp(-a r)` is bounded on the interval `(0, R)`, with `R > 0`, if and
only if the exponent equals the nuclear charge. -/
theorem localEnergy_bounded_iff (a Z : ℝ) {R : ℝ} (hR : 0 < R) :
    (∃ C, ∀ r ∈ Ioo 0 R, |localEnergy Z (slater a) r| ≤ C) ↔ a = Z := by
  constructor
  · rintro ⟨C, hC⟩
    by_contra hne
    have hd : 0 < |a - Z| := abs_pos.2 (sub_ne_zero.2 hne)
    have hC0 : 0 ≤ C := (abs_nonneg _).trans (hC (R / 2) ⟨by linarith, by linarith⟩)
    have hK : 0 < C + a ^ 2 / 2 + 1 := by positivity
    -- a point so close to the nucleus that the bound `C` is violated
    obtain ⟨r, hr0, hr⟩ := exists_between (lt_min hR (div_pos hd hK))
    have hrK := (lt_div_iff₀ hK).1 (hr.trans_le (min_le_right _ _))
    have hb := abs_le.1 (hC r ⟨hr0, hr.trans_le (min_le_left _ _)⟩)
    have hle : |a - Z| ≤ r * (C + a ^ 2 / 2 + 1) := by
      rw [← mul_localEnergy_slater a Z hr0, abs_mul, abs_of_pos hr0]
      refine mul_le_mul_of_nonneg_left ?_ hr0.le
      rw [abs_le]
      constructor <;> nlinarith [sq_nonneg a, hb.1, hb.2]
    linarith
  · intro h
    refine ⟨a ^ 2 / 2, fun r hr => ?_⟩
    have h1 := mul_localEnergy_slater a Z hr.1
    rw [sub_eq_zero.2 h] at h1
    have h2 := (mul_eq_zero.1 h1).resolve_left hr.1.ne'
    rw [eq_neg_of_add_eq_zero_left h2, abs_neg]
    exact (abs_of_nonneg (by positivity)).le

/-- As the electron approaches the nucleus, the local energy of `exp(-a r)` tends to `+∞` if
`a > Z` and to `-∞` if `a < Z`. -/
theorem localEnergy_diverges (a Z : ℝ) :
    (Z < a → Tendsto (localEnergy Z (slater a)) (𝓝[>] 0) atTop) ∧
    (a < Z → Tendsto (localEnergy Z (slater a)) (𝓝[>] 0) atBot) := by
  have key : (fun r : ℝ => (a - Z) * r⁻¹ + -(a ^ 2 / 2)) =ᶠ[𝓝[>] 0]
      localEnergy Z (slater a) := by
    filter_upwards [self_mem_nhdsWithin] with r hr
    have hr0 : 0 < r := hr
    have h : (a - Z) * r⁻¹ = localEnergy Z (slater a) r + a ^ 2 / 2 := by
      rw [← mul_localEnergy_slater a Z hr0, mul_comm r, mul_assoc,
        mul_inv_cancel₀ hr0.ne', mul_one]
    linarith
  constructor
  · intro h
    exact (tendsto_atTop_add_const_right _ _
      (tendsto_inv_nhdsGT_zero.const_mul_atTop (sub_pos.2 h))).congr' key
  · intro h
    exact (tendsto_atBot_add_const_right _ _
      (tendsto_inv_nhdsGT_zero.const_mul_atTop_of_neg (sub_neg.2 h))).congr' key

/-- For `b > 0` every moment of the weight `exp(-b t)` on the half-line converges, and the
`n`-th one is `n!/b^(n+1)`. -/
theorem exp_moment (n : ℕ) {b : ℝ} (hb : 0 < b) :
    IntegrableOn (fun t : ℝ => t ^ n * Real.exp (-(b * t))) (Ioi 0) ∧
    ∫ t in Ioi (0 : ℝ), t ^ n * Real.exp (-(b * t)) = (n.factorial : ℝ) / b ^ (n + 1) := by
  have hv : ∫ t in Ioi (0 : ℝ), t ^ n * Real.exp (-(b * t))
      = (n.factorial : ℝ) / b ^ (n + 1) := by
    have h := Real.integral_rpow_mul_exp_neg_mul_Ioi (a := (n : ℝ) + 1) (r := b)
      (by positivity) hb
    rw [Real.Gamma_nat_eq_factorial] at h
    simp only [add_sub_cancel_right, Real.rpow_natCast] at h
    have hn : (n : ℝ) + 1 = ((n + 1 : ℕ) : ℝ) := by push_cast; ring
    rw [h, hn, Real.rpow_natCast, one_div, inv_pow, div_eq_inv_mul]
  refine ⟨?_, hv⟩
  -- a divergent integral would have the value zero
  by_contra hi
  have h0 := hv.symm.trans (integral_undef hi)
  have hpos : 0 < (n.factorial : ℝ) / b ^ (n + 1) := by positivity
  exact hpos.ne' h0

/-- If `r² f(r) = c₀ + c₁ r + c₂ r²` for `r > 0`, then the average of `f` over the density of
`exp(-a r)` with `a > 0` is `2a² c₀ + a c₁ + c₂`. -/
theorem radialAverage_slater {a : ℝ} (ha : 0 < a) {f : ℝ → ℝ} (c₀ c₁ c₂ : ℝ)
    (hf : ∀ r, 0 < r → f r * r ^ 2 = c₀ + c₁ * r + c₂ * r ^ 2) :
    radialAverage (slater a) f = 2 * a ^ 2 * c₀ + a * c₁ + c₂ := by
  have hb : 0 < 2 * a := by positivity
  have hsq : ∀ r, slater a r ^ 2 = Real.exp (-(2 * a * r)) := by
    intro r
    rw [slater, sq, ← Real.exp_add]
    congr 1
    ring
  have h2 : ((Nat.factorial 2 : ℕ) : ℝ) = 2 := by norm_num [Nat.factorial]
  have hN : ∫ r in Ioi (0 : ℝ), slater a r ^ 2 * r ^ 2 = 2 / (2 * a) ^ 3 := by
    have h3 := (exp_moment 2 hb).2
    rw [h2] at h3
    refine Eq.trans ?_ h3
    refine setIntegral_congr_fun measurableSet_Ioi fun r _ => ?_
    simp only [hsq]
    ring
  -- the numerator is a combination of the three lowest moments
  have hM : ∫ r in Ioi (0 : ℝ), f r * (slater a r ^ 2 * r ^ 2)
      = c₀ / (2 * a) + c₁ / (2 * a) ^ 2 + c₂ * (2 / (2 * a) ^ 3) := by
    have e : ∫ r in Ioi (0 : ℝ), f r * (slater a r ^ 2 * r ^ 2)
        = ∫ r in Ioi (0 : ℝ), (c₀ * (r ^ 0 * Real.exp (-(2 * a * r)))
          + c₁ * (r ^ 1 * Real.exp (-(2 * a * r))) + c₂ * (r ^ 2 * Real.exp (-(2 * a * r)))) := by
      refine setIntegral_congr_fun measurableSet_Ioi fun r hr => ?_
      simp only [hsq]
      linear_combination Real.exp (-(2 * a * r)) * hf r hr
    have i0 := (exp_moment 0 hb).1.const_mul c₀
    have i1 := (exp_moment 1 hb).1.const_mul c₁
    have i2 := (exp_moment 2 hb).1.const_mul c₂
    have i01 : IntegrableOn (fun r : ℝ => c₀ * (r ^ 0 * Real.exp (-(2 * a * r)))
        + c₁ * (r ^ 1 * Real.exp (-(2 * a * r)))) (Ioi 0) := i0.add i1
    rw [e, integral_add i01 i2, integral_add i0 i1, integral_const_mul, integral_const_mul,
      integral_const_mul, (exp_moment 0 hb).2, (exp_moment 1 hb).2, (exp_moment 2 hb).2, h2,
      Nat.factorial_zero, Nat.factorial_one]
    push_cast
    ring
  rw [radialAverage, hN, hM]
  field_simp

/-- For `a > 0` the mean local energy of `exp(-a r)` is `a²/2 - Z a`. -/
theorem mean_localEnergy {a : ℝ} (ha : 0 < a) (Z : ℝ) :
    radialAverage (slater a) (localEnergy Z (slater a)) = a ^ 2 / 2 - Z * a := by
  refine (radialAverage_slater ha 0 (a - Z) (-a ^ 2 / 2) fun r hr => ?_).trans (by ring)
  linear_combination r * mul_localEnergy_slater a Z hr

/-- For `a > 0` the variance of the local energy of `exp(-a r)` is `a² (a - Z)²`. -/
theorem variance_localEnergy {a : ℝ} (ha : 0 < a) (Z : ℝ) :
    radialAverage (slater a) (fun r => (localEnergy Z (slater a) r
      - radialAverage (slater a) (localEnergy Z (slater a))) ^ 2) = a ^ 2 * (a - Z) ^ 2 := by
  rw [mean_localEnergy ha Z]
  refine (radialAverage_slater ha ((a - Z) ^ 2) (-2 * a * (a - Z) ^ 2) (a ^ 2 * (a - Z) ^ 2)
    fun r hr => ?_).trans (by ring)
  -- the deviation from the mean is `(a - Z)(1/r - a)`
  have h : r * (localEnergy Z (slater a) r - (a ^ 2 / 2 - Z * a)) = (a - Z) * (1 - a * r) := by
    linear_combination mul_localEnergy_slater a Z hr
  calc (localEnergy Z (slater a) r - (a ^ 2 / 2 - Z * a)) ^ 2 * r ^ 2
      = (r * (localEnergy Z (slater a) r - (a ^ 2 / 2 - Z * a))) ^ 2 := by ring
    _ = (a - Z) ^ 2 + -2 * a * (a - Z) ^ 2 * r + a ^ 2 * (a - Z) ^ 2 * r ^ 2 := by
      rw [h]
      ring

end

end KatoCuspLocalEnergy
```

```lean
#print axioms KatoCuspLocalEnergy.localEnergy_bounded_iff
#print axioms KatoCuspLocalEnergy.localEnergy_diverges
#print axioms KatoCuspLocalEnergy.variance_localEnergy
```

```
'KatoCuspLocalEnergy.localEnergy_bounded_iff' depends on axioms: [propext, Classical.choice, Quot.sound]
'KatoCuspLocalEnergy.localEnergy_diverges' depends on axioms: [propext, Classical.choice, Quot.sound]
'KatoCuspLocalEnergy.variance_localEnergy' depends on axioms: [propext, Classical.choice, Quot.sound]
```

### What the theorems say about the electron

`localEnergy Z ψ r` is the expression in your question, for an arbitrary function `ψ` from reals to reals, with Lean's own `deriv` for both derivatives. `slater a` is the exponential. Its parameter `a` is an inverse length, the orbital exponent that textbooks usually call $\zeta$, and not a Bohr radius. The function is left unnormalised; the normalised one is $\sqrt{a^3/\pi}\,e^{-ar}$ for $a>0$. The constant cancels in the local energy and in `radialAverage`, so all the values above hold for the normalised function too.

`mul_localEnergy_slater` is the identity $r(E+a^2/2)=a-Z$, for all real $a$ and $Z$ and every $r>0$. `localEnergy_bounded_iff` says that, for any $R>0$, a single number `C` bounds $|E|$ on the open interval `Ioo 0 R` if and only if $a=Z$. Taking $R=1$ gives the interval $(0,1)$, and a smaller $R$ shows that the trouble sits at the nucleus. `localEnergy_diverges` gives the sign of the divergence: `𝓝[>] 0` means that $r$ approaches zero from above, and `atTop` and `atBot` stand for $+\infty$ and $-\infty$.

`mean_localEnergy` and `variance_localEnergy` carry the hypothesis $a>0$, which makes the trial function normalisable. No sign is imposed on $Z$. Since Lean gives a divergent integral the value zero, a formula for an integral does not show convergence where its value may be zero. In `exp_moment` the value is positive, and the theorem states integrability along with it.

The equality $a=Z$ is what Kato's electron–nucleus cusp condition, $\psi'(0^+)=-Z\psi(0)$, requires of this particular function. The theorems concern the explicit exponential and do not address whether the eigenfunctions of an atom obey that condition.

The step left to the reader is the passage from three-dimensional space to the radial variable: that $\psi''+2\psi'/r$ is the Laplacian of a spherically symmetric function away from the origin, and that $r^2\,dr$ is its volume element up to $4\pi$. The nucleus is a fixed point charge, there is one electron, and the averages are integrals over the density $\psi^2$ of the trial function, with no finite sample of walkers.

For variational Monte Carlo with this one-electron, one-parameter function, the result means that, when $a\ne Z$, large local energies near the nucleus are a property of the trial function and need not signal a faulty program. When $a=Z$, every walker should report the same value, $-Z^2/2$.

### How Lean reaches the bound and the variance

`slater_hasDerivAt` proves $\psi'=-a\psi$ by the chain rule. `mul_localEnergy_slater` uses it twice to obtain $\psi''=a^2\psi$, inserts both derivatives into the definition, and lets `field_simp` and `ring` clear the denominators, which is allowed because $r>0$ and the exponential never vanishes.

In `localEnergy_bounded_iff`, the forward direction replaces the limit $r\to0$ by one well-chosen point. Assume that $a\ne Z$ and that `C` is a bound. Evaluating the bound at $R/2$ shows $C\ge0$, so $C+a^2/2+1$ is positive. Then `exists_between` supplies an $r$ with

$$0<r<\min\left(R,\ \frac{|a-Z|}{C+a^2/2+1}\right).$$

This choice gives $r(C+a^2/2+1)<|a-Z|$, whereas the identity and the bound give the opposite inequality `hle`. The extra $1$ only keeps the denominator positive. In the converse direction the identity becomes $r(E+a^2/2)=0$, and cancelling the non-zero factor $r$ leaves $E=-a^2/2$.

`localEnergy_diverges` first records, under the name `key`, that $E$ agrees with $(a-Z)r^{-1}-a^2/2$ for positive $r$. It then starts from the known limit $r^{-1}\to+\infty$, multiplies by the positive or negative constant $a-Z$, adds the constant $-a^2/2$, and transfers the limit to $E$.

`exp_moment` takes its value from Mathlib's Gamma integral and $\Gamma(n+1)=n!$. Integrability follows by contradiction: a divergent integral would have the value zero in Lean, but $n!/b^{n+1}$ is positive.

`radialAverage_slater` is the rule with $c_0,c_1,c_2$. Its step `hN` computes the norm integral. Its step `hM` rewrites the numerator as a combination of the moments $n=0,1,2$ and splits the integral, for which the three integrability statements are needed. The quotient is then simplified by `field_simp`.

The last two theorems only supply coefficients. The mean uses $c_0=0$, $c_1=a-Z$ and $c_2=-a^2/2$. The variance uses $(a-Z)^2$, $-2a(a-Z)^2$ and $a^2(a-Z)^2$, after the step `h` has put the deviation in the form $r(E-\langle E\rangle)=(a-Z)(1-ar)$.

### The flat trial function, $a=0$

At $a=0$ the trial function is the constant $1$, its kinetic term vanishes, and the local energy is the bare potential $-Z/r$. It is bounded near the nucleus only if $Z=0$, as the criterion says. The formulas for the mean and the variance exclude this case, because a constant has no finite norm. As $a\to0^+$ at fixed $Z$, both tend to zero even though the coefficient of $1/r$ tends to $-Z$: the density spreads out, and the electron is rarely found where the local energy is large.
